# In units of $k_B$, the entropy of a fermionic level is at most $2\log 2$ times its root-mean-square occupation-number fluctuation

**Q:** After a Fermi–Dirac smearing step, my code has occupations $p_i\in[0,1]$ and sampling weights $w_i$, where $i$ runs over bands and k-points. It sums $w_i\,s(p_i)$ to get the electronic entropy for the $-TS$ term of the free energy. I would like to test that sum against something computed from the same arrays. What do you offer?

**A:** An upper bound from the number variance. For one level, write

$$s(p)=-p\log p-(1-p)\log(1-p),\qquad \sigma(p)=\sqrt{p(1-p)},$$

with $0\log 0=0$ and entropy in units of $k_B$. Then $s(p)\le 2\log 2\,\sigma(p)$ on $[0,1]$, with equality exactly at $p=0,\tfrac12,1$. For many levels with $w_i\ge 0$,

$$\sum_i w_i s(p_i)\le 2\log 2\,\sqrt{\Big(\sum_i w_i\Big)\sum_i w_i\,p_i(1-p_i)}.$$

Here is the test for one-dimensional arrays `p` and `w`. The line for `S` stands for your own entropy routine: put the value it returns there, in units of $k_B$.

```python
m = (p > 0) & (p < 1)
f, g, v = p[m], 1 - p[m], w[m]
S = -np.sum(v * (f*np.log(f) + g*np.log(g)))
bound = 2*np.log(2) * np.sqrt(np.sum(v) * np.sum(v*f*g))
assert S <= bound + 1e-10
```

The mask avoids $\log 0$ and also sharpens the bound: empty and full levels add nothing to the entropy or the variance, but they would add to the total weight. If a spin-unpolarised code stores occupations between 0 and 2, halve them and double the weights first. The formula shown for `S` obeys the bound for all nonnegative weights, up to rounding, so the assertion says something about your code only when `S` comes from your code. Even then it catches only errors large enough to violate the inequality. Comparing your value directly with the formula shown, evaluated on the same arrays, is the sharper check.

**Q:** Show me the one-level bound by hand before any Lean.

**A:** Take $0<p<1$ and put $q=1-p$. The derivatives are

$$s'=\log q-\log p,\qquad \sigma'=\frac{1-2p}{2\sigma}.$$

The quotient rule gives

$$\Big(\frac{s}{\sigma}\Big)'=\frac{s'\sigma-s\sigma'}{\sigma^2}=\frac{2pq(\log q-\log p)+(1-2p)(p\log p+q\log q)}{2\sigma^3}.$$

In the numerator, $\log p$ has the coefficient $-2pq+p(1-2p)=-p$, and $\log q$ has $2pq+q(1-2p)=q$. Hence

$$\Big(\frac{s}{\sigma}\Big)'=\frac{q\log q-p\log p}{2\sigma^3}.$$

For $p<\tfrac12$ this is positive. Since $p/q\ne1$, the bound $\log t<t-1$ at $t=p/q$, multiplied by $p$, gives

$$p\log p-p\log q<-\frac{p(1-2p)}{q}.$$

The bound $\log q\ge 1-1/q=-p/q$, multiplied by $1-2p$, gives

$$-\frac{p(1-2p)}{q}\le(1-2p)\log q.$$

Together they yield $p\log p<p\log q+(1-2p)\log q=q\log q$.

So $s/\sigma$ increases strictly on $(0,\tfrac12]$ and reaches $\log 2/\tfrac12=2\log 2$ at the end. Below half filling the inequality is therefore strict. Exchanging $p$ and $1-p$ changes neither $s$ nor $\sigma$, which covers the other side. At $p=0$ and $p=1$ both functions vanish.

**Q:** And the sum over levels?

**A:** Multiply each one-level bound by $w_i$ and add. Then apply Cauchy–Schwarz to the vectors with entries $\sqrt{w_i}$ and $\sqrt{w_i}\,\sigma(p_i)$:

$$\Big(\sum_i w_i\sigma(p_i)\Big)^2\le\Big(\sum_i w_i\Big)\sum_i w_i\,p_i(1-p_i).$$

Taking the root and multiplying by $2\log 2$ finishes the argument.

**Q:** Now my doubt. A Lean file knows nothing about electrons. What is its entropy?

**A:** A real function of a real number, with the natural logarithm.

```lean
import Mathlib

namespace OccupationEntropyFluctuation

noncomputable section

/-- Entropy (in units of the Boltzmann constant) of a fermionic level with mean occupation `p`. -/
def occEntropy (p : ℝ) : ℝ := -(p * Real.log p) - (1 - p) * Real.log (1 - p)
```

The physics is in the reading. A single fermionic level is either empty or occupied, with probabilities $1-p$ and $p$, and `occEntropy p` is the entropy of that two-outcome distribution. Lean sets `Real.log 0` to zero, so the formula takes the usual limiting value at both endpoints.

**Q:** And the fluctuation? I see no number operator.

**A:** There is none; the closed form is the definition.

```lean
/-- Root-mean-square fluctuation of the occupation number of a level with mean occupation `p`. -/
def occFluct (p : ℝ) : ℝ := Real.sqrt (p * (1 - p))
```

The link is one line. The occupation number $n$ takes the values 0 and 1, so $n^2=n$ and the variance is $\langle n^2\rangle-\langle n\rangle^2=p-p^2$. The file starts from that expression, and its first lemma only undoes the square root, which needs $0\le p\le1$.

```lean
/-- The squared fluctuation is the occupation-number variance `p (1 - p)`. -/
theorem occFluct_sq {p : ℝ} (h0 : 0 ≤ p) (h1 : p ≤ 1) : occFluct p ^ 2 = p * (1 - p) :=
  Real.sq_sqrt (mul_nonneg h0 (sub_nonneg.2 h1))
```

**Q:** Where does the temperature enter?

**A:** Nowhere. The theorems take any $p$ in $[0,1]$, whether or not it came from a Fermi function. If it did, then $p(1-p)=-k_BT\,\partial f/\partial\varepsilon$, where $f$ is the Fermi function and $\varepsilon$ the level energy. The variance sum is then $k_BT$ times the thermally broadened density of states at the chemical potential.

**Q:** Does the file follow your derivation?

**A:** Closely. It starts with the symmetry and the midpoint values. `particle_hole` replaces $1-(1-p)$ by $p$ and reorders terms. `half_filling` evaluates both functions at $\tfrac12$.

```lean
/-- Particle-hole symmetry: entropy and fluctuation are unchanged under `p ↦ 1 - p`. -/
theorem particle_hole (p : ℝ) :
    occEntropy (1 - p) = occEntropy p ∧ occFluct (1 - p) = occFluct p := by
  unfold occEntropy occFluct
  rw [sub_sub_cancel]
  exact ⟨by ring, by rw [mul_comm]⟩

/-- At half filling the entropy is `log 2` and the fluctuation is `1/2`. -/
theorem half_filling : occEntropy (1 / 2) = Real.log 2 ∧ occFluct (1 / 2) = 1 / 2 := by
  constructor
  · have h : (1 : ℝ) - 1 / 2 = 1 / 2 := by norm_num
    have hl : Real.log (1 / 2) = -Real.log 2 := by rw [one_div, Real.log_inv]
    unfold occEntropy
    rw [h, hl]
    ring
  · unfold occFluct
    rw [show (1 / 2 : ℝ) * (1 - 1 / 2) = (1 / 2) ^ 2 by norm_num]
    exact Real.sqrt_sq (by norm_num)
```

Next comes the sign of the derivative's numerator. In the proof below, `h1` and `h2` are the two logarithm bounds, and `h3` and `h4` are the same bounds multiplied by $p$ and by $1-2p$. The identity `e` says that the two rational expressions agree, both being $-p(1-2p)/q$. The final `linarith` chains the inequalities.

```lean
/-- For a fractional occupation below half filling, the particle term `p log p` is smaller than the
hole term `(1 - p) log (1 - p)`. -/
theorem particle_term_lt_hole_term {p : ℝ} (hp : 0 < p) (hp2 : p < 1 / 2) :
    p * Real.log p < (1 - p) * Real.log (1 - p) := by
  have hq : 0 < 1 - p := by linarith
  have hne : p / (1 - p) ≠ 1 := ((div_lt_one hq).2 (by linarith)).ne
  -- two tangent-line bounds for the logarithm
  have h1 := Real.log_lt_sub_one_of_pos (div_pos hp hq) hne
  have h2 := Real.one_sub_inv_le_log_of_pos hq
  rw [Real.log_div hp.ne' hq.ne'] at h1
  have hc : (1 - p) * (1 - p)⁻¹ = 1 := mul_inv_cancel₀ hq.ne'
  have e : p * (p / (1 - p) - 1) = (1 - 2 * p) * (1 - (1 - p)⁻¹) := by
    rw [div_eq_mul_inv]
    linear_combination (1 - p) * hc
  have h3 := mul_lt_mul_of_pos_left h1 hp
  have h4 := mul_le_mul_of_nonneg_left h2 (show 0 ≤ 1 - 2 * p by linarith)
  linarith
```

**Q:** The derivative is where I would expect a slip. How is it checked?

**A:** `HasDerivAt` states that the function is differentiable at the point and that its derivative is the given number. For $0<p<1$, the proof builds `hs` for $s'$ and `hf` for $\sigma'$ from the product and chain rules, then applies the quotient rule. The identity `e` puts everything over $2\sigma^3$. Replacing $\sigma^2$ by $p(1-p)$ leaves the cancellation of coefficients that I did by hand, and `ring` carries it out.

```lean
/-- Derivative of the entropy-to-fluctuation ratio with respect to the occupation. -/
theorem hasDerivAt_ratio {p : ℝ} (hp : 0 < p) (hp1 : p < 1) :
    HasDerivAt (fun x => occEntropy x / occFluct x)
      (((1 - p) * Real.log (1 - p) - p * Real.log p) / (2 * occFluct p ^ 3)) p := by
  have hq : 0 < 1 - p := by linarith
  have hr : 0 < occFluct p := Real.sqrt_pos.2 (mul_pos hp hq)
  have hd : HasDerivAt (fun x : ℝ => 1 - x) (-1) p := by
    simpa using (hasDerivAt_id' p).const_sub 1
  -- derivative of the entropy
  have h1 : HasDerivAt (fun x : ℝ => x * Real.log x) (1 * Real.log p + p * p⁻¹) p :=
    (hasDerivAt_id' p).fun_mul (Real.hasDerivAt_log hp.ne')
  have h2 : HasDerivAt (fun x : ℝ => (1 - x) * Real.log (1 - x))
      (-1 * Real.log (1 - p) + (1 - p) * (-1 / (1 - p))) p :=
    hd.fun_mul (hd.log hq.ne')
  have e1 : p * p⁻¹ = 1 := mul_inv_cancel₀ hp.ne'
  have e2 : (1 - p) * (-1 / (1 - p)) = -1 := mul_div_cancel₀ (-1) hq.ne'
  have hs : HasDerivAt occEntropy (Real.log (1 - p) - Real.log p) p := by
    have h := h1.fun_neg.fun_sub h2
    rw [e1, e2] at h
    exact HasDerivAt.congr_deriv h (by ring)
  -- derivative of the fluctuation
  have hv : HasDerivAt (fun x : ℝ => x * (1 - x)) (1 - 2 * p) p :=
    ((hasDerivAt_id' p).fun_mul hd).congr_deriv (by ring)
  have hf : HasDerivAt occFluct ((1 - 2 * p) / (2 * occFluct p)) p :=
    hv.sqrt (mul_pos hp hq).ne'
  refine (hs.fun_div hf hr.ne').congr_deriv ?_
  have e : ((Real.log (1 - p) - Real.log p) * occFluct p
      - occEntropy p * ((1 - 2 * p) / (2 * occFluct p))) / occFluct p ^ 2
      = (2 * occFluct p ^ 2 * (Real.log (1 - p) - Real.log p)
        - occEntropy p * (1 - 2 * p)) / (2 * occFluct p ^ 3) := by
    field_simp
  rw [e, occFluct_sq hp.le hp1.le]
  unfold occEntropy
  ring
```

**Q:** At $p=\tfrac12$ that derivative is zero. Does strict monotonicity survive up to the endpoint?

**A:** Yes. `Set.Ioc 0 (1 / 2)` is the interval $(0,\tfrac12]$. The theorem used here asks for continuity on the whole interval and a positive derivative only in its interior. Continuity follows from differentiability, which holds at $\tfrac12$ as well.

```lean
/-- The ratio of entropy to occupation fluctuation increases strictly up to half filling. -/
theorem ratio_strictMonoOn :
    StrictMonoOn (fun x => occEntropy x / occFluct x) (Set.Ioc 0 (1 / 2)) := by
  refine strictMonoOn_of_deriv_pos (convex_Ioc 0 (1 / 2)) ?_ ?_
  · intro x hx
    exact (hasDerivAt_ratio hx.1 (by linarith [hx.2])).continuousAt.continuousWithinAt
  · intro x hx
    rw [interior_Ioc] at hx
    have hx1 : x < 1 := by linarith [hx.2]
    have hr : 0 < occFluct x := Real.sqrt_pos.2 (mul_pos hx.1 (by linarith))
    rw [(hasDerivAt_ratio hx.1 hx1).deriv]
    exact div_pos (sub_pos.2 (particle_term_lt_hole_term hx.1 hx.2)) (by positivity)
```

Comparing the ratio at $p$ with its value at $\tfrac12$, and multiplying by the positive number $\sigma(p)$, gives the strict inequality below half filling.

```lean
/-- For a fractional occupation below half filling, the entropy is strictly less than
`2 log 2` times the occupation fluctuation. -/
theorem entropy_lt_below_half {p : ℝ} (hp : 0 < p) (hp2 : p < 1 / 2) :
    occEntropy p < 2 * Real.log 2 * occFluct p := by
  have hr : 0 < occFluct p := Real.sqrt_pos.2 (mul_pos hp (by linarith))
  have h : occEntropy p / occFluct p < occEntropy (1 / 2) / occFluct (1 / 2) :=
    ratio_strictMonoOn ⟨hp, hp2.le⟩ ⟨by norm_num, le_refl _⟩ hp2
  rw [half_filling.1, half_filling.2, div_lt_iff₀ hr] at h
  have e : Real.log 2 / (1 / 2) * occFluct p = 2 * Real.log 2 * occFluct p := by ring
  rwa [e] at h
```

**Q:** Read me the main one-level statement as a physicist would.

**A:** The hypotheses `h0` and `h1` say that the mean occupation $p$ lies between 0 and 1. The conclusion has two parts. The entropy is at most $2\log 2$ times the root-mean-square occupation fluctuation, and the two sides are equal if and only if the level is empty, half filled or full.

The proof first separates those three occupations and computes equality there. For any other $p$, it uses the strict result directly when $p<\tfrac12$. When $p>\tfrac12$, it applies that result to the hole occupation $1-p$ and returns by `particle_hole`.

```lean
/-- The entropy of a level is at most `2 log 2` times its occupation fluctuation, with equality
exactly for an empty, a half-filled or a full level. -/
theorem entropy_le_fluctuation {p : ℝ} (h0 : 0 ≤ p) (h1 : p ≤ 1) :
    occEntropy p ≤ 2 * Real.log 2 * occFluct p ∧
      (occEntropy p = 2 * Real.log 2 * occFluct p ↔ p = 0 ∨ p = 1 / 2 ∨ p = 1) := by
  by_cases h : p = 0 ∨ p = 1 / 2 ∨ p = 1
  · have e : occEntropy p = 2 * Real.log 2 * occFluct p := by
      rcases h with h | h | h
      · rw [h]; simp [occEntropy, occFluct]
      · rw [h, half_filling.1, half_filling.2]; ring
      · rw [h]; simp [occEntropy, occFluct]
    exact ⟨e.le, fun _ => h, fun _ => e⟩
  · have hp0 : 0 < p := lt_of_le_of_ne h0 fun e => h (Or.inl e.symm)
    have hp1 : p < 1 := lt_of_le_of_ne h1 fun e => h (Or.inr (Or.inr e))
    have hlt : occEntropy p < 2 * Real.log 2 * occFluct p := by
      rcases lt_or_gt_of_ne (fun e => h (Or.inr (Or.inl e)) : p ≠ 1 / 2) with hl | hg
      · exact entropy_lt_below_half hp0 hl
      · -- above half filling, pass to the holes
        have hh := entropy_lt_below_half (p := 1 - p) (by linarith) (by linarith)
        rwa [(particle_hole p).1, (particle_hole p).2] at hh
    exact ⟨hlt.le, fun e => absurd e hlt.ne, fun h' => absurd h' h⟩
```

**Q:** My calculation has thousands of levels. What does the last theorem assume about them?

**A:** `t` is a finite set of labels, and a label can be a pair of band and k-point. The functions `w` and `p` give each label its weight and its occupation. On `t`, the weights must be nonnegative and the occupations must lie in $[0,1]$. The weights need not sum to one, and `t` may be any selection of levels, which is what permits the mask in the code.

In the proof, `e1`, `e2` and `e3` rewrite the sums so that Cauchy–Schwarz applies with the entries $\sqrt{w_i}$ and $\sqrt{w_i}\,\sigma(p_i)$, and `hC` is the result. The `calc` block then inserts the one-level bound, takes out the factor $2\log 2$ and passes to the square root.

```lean
/-- For levels with nonnegative sampling weights, the weighted entropy is at most `2 log 2` times
the square root of the total weight times the weighted occupation-number variance. -/
theorem total_entropy_le_variance {ι : Type*} (t : Finset ι) (w p : ι → ℝ)
    (hw : ∀ i ∈ t, 0 ≤ w i) (h0 : ∀ i ∈ t, 0 ≤ p i) (h1 : ∀ i ∈ t, p i ≤ 1) :
    ∑ i ∈ t, w i * occEntropy (p i) ≤
      2 * Real.log 2 * Real.sqrt ((∑ i ∈ t, w i) * ∑ i ∈ t, w i * (p i * (1 - p i))) := by
  have e1 : ∑ i ∈ t, Real.sqrt (w i) * (Real.sqrt (w i) * occFluct (p i))
      = ∑ i ∈ t, w i * occFluct (p i) :=
    Finset.sum_congr rfl fun i hi => by rw [← mul_assoc, Real.mul_self_sqrt (hw i hi)]
  have e2 : ∑ i ∈ t, Real.sqrt (w i) ^ 2 = ∑ i ∈ t, w i :=
    Finset.sum_congr rfl fun i hi => Real.sq_sqrt (hw i hi)
  have e3 : ∑ i ∈ t, (Real.sqrt (w i) * occFluct (p i)) ^ 2
      = ∑ i ∈ t, w i * (p i * (1 - p i)) :=
    Finset.sum_congr rfl fun i hi => by
      rw [mul_pow, Real.sq_sqrt (hw i hi), occFluct_sq (h0 i hi) (h1 i hi)]
  -- Cauchy-Schwarz for the weighted sum of fluctuations
  have hC : (∑ i ∈ t, w i * occFluct (p i)) ^ 2
      ≤ (∑ i ∈ t, w i) * ∑ i ∈ t, w i * (p i * (1 - p i)) := by
    rw [← e1, ← e2, ← e3]
    exact Finset.sum_mul_sq_le_sq_mul_sq t _ _
  have hlog : 0 ≤ 2 * Real.log 2 := by
    have := Real.log_nonneg (one_le_two : (1 : ℝ) ≤ 2)
    linarith
  calc ∑ i ∈ t, w i * occEntropy (p i)
      ≤ ∑ i ∈ t, w i * (2 * Real.log 2 * occFluct (p i)) :=
        Finset.sum_le_sum fun i hi =>
          mul_le_mul_of_nonneg_left (entropy_le_fluctuation (h0 i hi) (h1 i hi)).1 (hw i hi)
    _ = 2 * Real.log 2 * ∑ i ∈ t, w i * occFluct (p i) := by
        rw [Finset.mul_sum]
        exact Finset.sum_congr rfl fun i _ => by ring
    _ ≤ _ := mul_le_mul_of_nonneg_left (Real.le_sqrt_of_sq_le hC) hlog

end

end OccupationEntropyFluctuation
```

```lean
#print axioms OccupationEntropyFluctuation.entropy_le_fluctuation
-- 'OccupationEntropyFluctuation.entropy_le_fluctuation' depends on axioms: [propext, Classical.choice, Quot.sound]
#print axioms OccupationEntropyFluctuation.total_entropy_le_variance
-- 'OccupationEntropyFluctuation.total_entropy_le_variance' depends on axioms: [propext, Classical.choice, Quot.sound]
```

**Q:** Is the left side really the entropy of my electrons?

**A:** It is for non-interacting electrons in the grand canonical ensemble, including Kohn–Sham electrons treated as such. There the levels are independent, so entropies and number variances both add. With weights that sum over the k-points to one for each spin-resolved band, or to two for each spin-degenerate band, the two sums are the entropy and the number variance per unit cell on the sampled grid. For interacting electrons, the sum over levels is generally not the entropy of the many-body state, and the theorem bounds only the sum.

**Q:** What about other smearing schemes?

**A:** The theorem covers only the entropy function defined here. Gaussian smearing attaches a different entropy-like term to each occupation, so the bound doesn't transfer merely because the occupations stay in $[0,1]$. Methfessel–Paxton occupations can also leave that interval, which violates the hypotheses.

**Q:** Then what does the inequality tell me about a metal, apart from testing my sum?

**A:** Within this independent-level model, at fixed total weight, a small number variance forces a small smearing entropy. The bound says nothing about the error of the k-point grid itself: the sums are finite, and no limit of dense sampling is taken.
